# Romberg steps on central differences: m of them give the exact polarizability when the energy has degree at most 2m + 3 in the field

## Does removing one field error bring back another?

Let $E(F)$ be the energy of a molecule in a static uniform electric field of strength $F$ along a fixed axis, and let $\alpha=-E''(0)$ be the polarizability along that axis. I have energies but no analytic derivatives, so I use the central difference

$$T(h)=-\frac{E(h)-2E(0)+E(-h)}{h^2},\qquad h\neq 0,$$

whose error begins with a term in $h^2$. Combining two fields as $(4T(h)-T(2h))/3$ removes that term, but it also multiplies the $h^4$ error by $-4$. If I add the field $4h$ and extrapolate again, does the enlarged $h^4$ error really vanish, and does the $h^2$ error stay away? And what happens to the first error that I have not removed?

## Every power of the field is multiplied by its own number

The $h^4$ error vanishes completely and the $h^2$ error does not return. The first error left over survives, enlarged by a factor that can be written down.

Let $a>1$ be the ratio of successive fields, so that your example has $a=2$. Put $T_0=T$ and

$$T_{j+1}(h)=\frac{a^{2j+2}\,T_j(h)-T_j(ah)}{a^{2j+2}-1}.$$

The name Romberg is better known from numerical integration; here the same elimination acts on difference quotients.

Suppose that the energy is a polynomial, $E(F)=\sum_{n=0}^{2m+3}e_nF^n$. In $E(h)+E(-h)$ the odd powers cancel and the even ones double. Subtracting $2E(0)=2e_0$ leaves

$$E(h)-2E(0)+E(-h)=2\sum_{k=0}^{m}e_{2k+2}\,h^{2k+2}.$$

Dividing by $-h^2$ gives

$$T_0(h)=\sum_{k=0}^{m}c_k h^{2k},\qquad c_k=-2e_{2k+2}.$$

Since $E''(0)=2e_2$, the constant term is $c_0=\alpha$. The degree may reach $2m+3$ because the last odd power cancels with the others.

Now follow a single power through one step. Replacing $h$ by $ah$ multiplies $h^{2k}$ by $a^{2k}$, so

$$\frac{a^{2j+2}h^{2k}-(ah)^{2k}}{a^{2j+2}-1}=\frac{a^{2j+2}-a^{2k}}{a^{2j+2}-1}\,h^{2k}.$$

No power is turned into another. After $j$ steps,

$$T_j(h)=\sum_{k=0}^{m}c_k f_{j,k}h^{2k},\qquad f_{j,k}=\prod_{i=0}^{j-1}\frac{a^{2i+2}-a^{2k}}{a^{2i+2}-1}.$$

For $k=0$ every factor is $1$, so $f_{j,0}=1$. For $1\le k\le j$ the factor with $i=k-1$ has numerator $a^{2k}-a^{2k}=0$, so $f_{j,k}=0$. Once a power has been multiplied by zero, later steps cannot restore it. With $j=m$ only the constant is left, and $T_m(h)=c_0=\alpha$.

If the series has one more term, $c_{m+1}h^{2m+2}$, its factor after $m$ steps follows from

$$a^{2i+2}-a^{2m+2}=-a^{2i+2}\left(a^{2(m-i)}-1\right).$$

As $i$ runs from $0$ to $m-1$, the brackets run through the denominators in reverse order and cancel them. What remains is

$$f_{m,m+1}=\prod_{i=0}^{m-1}\left(-a^{2i+2}\right)=(-1)^m a^{m(m+1)}.$$

For $m=1$ and $a=2$ this is the $-4$ that you found. For $m=0$ it is $1$, as it should be when nothing has been extrapolated.

## Seven energies for two steps

Take $a=2$ and $m=2$. The calculation needs the energies at $0$, $\pm h$, $\pm 2h$ and $\pm 4h$. They give three central differences, which are combined as

$$T_1(h)=\frac{4T(h)-T(2h)}{3},\quad T_1(2h)=\frac{4T(2h)-T(4h)}{3},\quad T_2(h)=\frac{16T_1(h)-T_1(2h)}{15}.$$

Written out, $T_2(h)=\bigl(64T(h)-20T(2h)+T(4h)\bigr)/45$. This equals $\alpha$ if the energy has degree at most $7$ in the field. A term $c_3h^6$ in $T$ would appear in $T_2$ as $64\,c_3h^6$.

It would be a mistake to keep the weights $4/3$ and $-1/3$ at the second step. The constant term is still right, so the result looks plausible, but the $h^4$ term is multiplied by $-4$ a second time and ends up sixteen times its original size. The weight has to change with the level, from $a^2$ to $a^4$ and so on.

## What the theorems say about the energy curve

In the Lean code, `romberg a T j h` is $T_j(h)$ for an arbitrary real function `T`. The letter `h` is a field strength, not Planck's constant, and `T` is an estimate, not a kinetic energy. `truncationSeries c m` is the even series; `c` is an infinite sequence of which only the entries $0,\dots,m$ are used. `errorFactor a j k` is $f_{j,k}$. `polarizability E` is minus the second derivative at zero field, and `finiteFieldEstimate E h` is the central difference. The sign convention is that of $E(F)=E(0)-\mu F-\tfrac12\alpha F^2-\cdots$, where $\mu$ is the dipole component along the field.

The theorem `romberg_exact` says that for $a>1$, any real coefficients, any $m$ and any $h$, $m$ steps turn the series into `c 0`. The theorem `romberg_leading_error` treats the series with one further term and gives the resulting deviation from `c 0` as an equality.

The theorem `romberg_polarizability` concerns the energy itself. Its energy curve is a real polynomial `P` evaluated at the field, with `P.natDegree ≤ 2 * m + 3`, and it requires $a>1$ and $h\neq0$. The condition on $h$ matters: Lean sets division by zero to zero, so at $h=0$ the tableau would return $0$ instead of $\alpha$.

The polynomial hypothesis stands for a field range in which the powers of the field above some degree are negligible. The step from here to a real molecule is the replacement of the computed energies by values of one such polynomial, which ignores both the higher powers of the field and the convergence noise in the energies. The result therefore covers one field direction and a polynomial energy curve; it gives no error bound for a general $E(F)$.

```lean
import Mathlib

open Finset

namespace RombergPolarizability

noncomputable section

/-- The Romberg tableau for an estimate `T` with even truncation errors: step `j + 1` combines
the values at field strengths `h` and `a * h`. The domain is `a > 1`. -/
def romberg (a : ℝ) (T : ℝ → ℝ) : ℕ → ℝ → ℝ
  | 0, h => T h
  | j + 1, h =>
      (a ^ (2 * j + 2) * romberg a T j h - romberg a T j (a * h)) / (a ^ (2 * j + 2) - 1)

/-- An estimate with even truncation errors, `c 0 + c 1 * h ^ 2 + ... + c m * h ^ (2 * m)`. -/
def truncationSeries (c : ℕ → ℝ) (m : ℕ) (h : ℝ) : ℝ :=
  ∑ k ∈ range (m + 1), c k * h ^ (2 * k)

/-- The factor by which `j` Romberg steps multiply the term in `h ^ (2 * k)`.
The domain is `a > 1`. -/
def errorFactor (a : ℝ) (j k : ℕ) : ℝ :=
  ∏ i ∈ range j, (a ^ (2 * i + 2) - a ^ (2 * k)) / (a ^ (2 * i + 2) - 1)

/-- The static polarizability: minus the second derivative of the energy at zero field. -/
def polarizability (E : ℝ → ℝ) : ℝ := -deriv (deriv E) 0

/-- The finite-field estimate of the polarizability from the energies at fields `h`, `0` and
`-h`. The domain is `h ≠ 0`. -/
def finiteFieldEstimate (E : ℝ → ℝ) (h : ℝ) : ℝ :=
  -(E h - 2 * E 0 + E (-h)) / h ^ 2

/-- Romberg steps act on each power of the field separately, multiplying it by its
error factor. -/
theorem romberg_expansion (a : ℝ) (c : ℕ → ℝ) (m j : ℕ) (h : ℝ) :
    romberg a (truncationSeries c m) j h =
      ∑ k ∈ range (m + 1), c k * errorFactor a j k * h ^ (2 * k) := by
  induction j generalizing h with
  | zero => simp [romberg, errorFactor, truncationSeries]
  | succ j ih =>
    simp only [romberg, ih]
    rw [Finset.mul_sum, ← Finset.sum_sub_distrib, Finset.sum_div]
    apply Finset.sum_congr rfl
    intro k _
    -- one more step contributes one more factor
    have hd : errorFactor a (j + 1) k = errorFactor a j k *
        ((a ^ (2 * j + 2) - a ^ (2 * k)) / (a ^ (2 * j + 2) - 1)) :=
      Finset.prod_range_succ _ _
    rw [hd, mul_pow]
    ring

/-- For `a > 1` the field-independent term is left unchanged by every Romberg step. -/
theorem errorFactor_zero {a : ℝ} (ha : 1 < a) (j : ℕ) : errorFactor a j 0 = 1 := by
  apply Finset.prod_eq_one
  intro i _
  rw [mul_zero, pow_zero]
  exact div_self (sub_pos.2 (one_lt_pow₀ ha (by omega))).ne'

/-- After `j` steps the error terms in `h ^ 2, ..., h ^ (2 * j)` are gone. -/
theorem errorFactor_eq_zero (a : ℝ) {j k : ℕ} (hk : 1 ≤ k) (hkj : k ≤ j) :
    errorFactor a j k = 0 := by
  apply Finset.prod_eq_zero (i := k - 1) (Finset.mem_range.2 (by omega))
  have e : 2 * (k - 1) + 2 = 2 * k := by omega
  simp only [e, sub_self, zero_div]

/-- For `a > 1`, `m` steps multiply the term in `h ^ (2 * m + 2)` by
`(-1) ^ m * a ^ (m * (m + 1))`. -/
theorem errorFactor_first_surviving {a : ℝ} (ha : 1 < a) (m : ℕ) :
    errorFactor a m (m + 1) = (-1) ^ m * a ^ (m * (m + 1)) := by
  have hsign : ∀ n : ℕ, ∏ i ∈ range n, (-a ^ (2 * i + 2)) = (-1) ^ n * a ^ (n * (n + 1)) := by
    intro n
    induction n with
    | zero => simp
    | succ n ih =>
      rw [Finset.prod_range_succ, ih]
      ring
  -- the numerators are the denominators in reverse order, up to sign and powers of `a`
  have hnum : ∏ i ∈ range m, (a ^ (2 * i + 2) - a ^ (2 * (m + 1))) =
      (∏ i ∈ range m, (-a ^ (2 * i + 2))) * ∏ i ∈ range m, (a ^ (2 * i + 2) - 1) := by
    have hrefl := Finset.prod_range_reflect (fun i => a ^ (2 * i + 2) - 1) m
    beta_reduce at hrefl
    rw [← hrefl, ← Finset.prod_mul_distrib]
    apply Finset.prod_congr rfl
    intro i hi
    have hi' := Finset.mem_range.1 hi
    have e : 2 * (m + 1) = (2 * i + 2) + (2 * (m - 1 - i) + 2) := by omega
    rw [e, pow_add a (2 * i + 2) (2 * (m - 1 - i) + 2)]
    ring
  have hden : ∏ i ∈ range m, (a ^ (2 * i + 2) - 1) ≠ 0 :=
    Finset.prod_ne_zero_iff.2 fun i _ => (sub_pos.2 (one_lt_pow₀ ha (by omega))).ne'
  unfold errorFactor
  rw [Finset.prod_div_distrib, hnum, hsign, mul_div_assoc, div_self hden, mul_one]

/-- Romberg extrapolation with `a > 1`: `m` steps remove all `m` listed truncation errors and
return `c 0` at every field strength. -/
theorem romberg_exact {a : ℝ} (ha : 1 < a) (c : ℕ → ℝ) (m : ℕ) (h : ℝ) :
    romberg a (truncationSeries c m) m h = c 0 := by
  have hz : ∑ k ∈ range m, c (k + 1) * errorFactor a m (k + 1) * h ^ (2 * (k + 1)) = 0 := by
    apply Finset.sum_eq_zero
    intro k hk
    have hk' := Finset.mem_range.1 hk
    have h0 : errorFactor a m (k + 1) = 0 := errorFactor_eq_zero a (by omega) (by omega)
    rw [h0, mul_zero, zero_mul]
  rw [romberg_expansion, Finset.sum_range_succ', hz, errorFactor_zero ha]
  simp

/-- With one error term more than there are steps, and `a > 1`, the extrapolated value differs
from `c 0` by exactly that term times `(-1) ^ m * a ^ (m * (m + 1))`. -/
theorem romberg_leading_error {a : ℝ} (ha : 1 < a) (c : ℕ → ℝ) (m : ℕ) (h : ℝ) :
    romberg a (truncationSeries c (m + 1)) m h =
      c 0 + (-1) ^ m * a ^ (m * (m + 1)) * (c (m + 1) * h ^ (2 * (m + 1))) := by
  rw [romberg_expansion, Finset.sum_range_succ _ (m + 1), ← romberg_expansion a c m m h,
    romberg_exact ha, errorFactor_first_surviving ha]
  ring

/-- For `a ≠ 0`, a tableau started at a nonzero field uses the estimate at nonzero
fields only. -/
theorem romberg_congr {a : ℝ} (ha : a ≠ 0) {T S : ℝ → ℝ} (hTS : ∀ x, x ≠ 0 → T x = S x)
    (j : ℕ) (h : ℝ) (hh : h ≠ 0) : romberg a T j h = romberg a S j h := by
  induction j generalizing h with
  | zero => exact hTS h hh
  | succ j ih => simp only [romberg, ih h hh, ih (a * h) (mul_ne_zero ha hh)]

/-- Adding the energies at fields `h` and `-h` cancels the odd powers of the field. -/
theorem even_part (e : ℕ → ℝ) (h : ℝ) (m : ℕ) :
    ∑ n ∈ range (2 * m + 4), e n * h ^ n + ∑ n ∈ range (2 * m + 4), e n * (-h) ^ n - 2 * e 0 =
      h ^ 2 * ∑ k ∈ range (m + 1), 2 * e (2 * k + 2) * h ^ (2 * k) := by
  induction m with
  | zero =>
    simp only [mul_zero, zero_add, Finset.sum_range_succ, Finset.sum_range_zero]
    ring
  | succ m ih =>
    have step : ∀ x : ℝ, ∑ n ∈ range (2 * (m + 1) + 4), e n * x ^ n =
        ∑ n ∈ range (2 * m + 4), e n * x ^ n + e (2 * m + 4) * x ^ (2 * m + 4) +
          e (2 * m + 4 + 1) * x ^ (2 * m + 4 + 1) := by
      intro x
      rw [show 2 * (m + 1) + 4 = 2 * m + 4 + 1 + 1 by ring,
        Finset.sum_range_succ _ (2 * m + 4 + 1), Finset.sum_range_succ _ (2 * m + 4)]
    rw [step h, step (-h), Finset.sum_range_succ _ (m + 1),
      show 2 * (m + 1) + 2 = 2 * m + 4 by ring,
      Even.neg_pow (⟨m + 2, by ring⟩ : Even (2 * m + 4)),
      Odd.neg_pow (⟨m + 2, by ring⟩ : Odd (2 * m + 4 + 1))]
    linear_combination ih

/-- For an energy polynomial of degree at most `2 * m + 3` in the field, the finite-field estimate
at `h ≠ 0` is an even series in `h` ending at `h ^ (2 * m)`. -/
theorem finiteFieldEstimate_eq (P : Polynomial ℝ) {m : ℕ} (hP : P.natDegree ≤ 2 * m + 3)
    {h : ℝ} (hh : h ≠ 0) :
    finiteFieldEstimate (fun F => P.eval F) h =
      truncationSeries (fun k => -(2 * P.coeff (2 * k + 2))) m h := by
  have hlt : P.natDegree < 2 * m + 4 := by omega
  have hk := even_part P.coeff h m
  rw [← Polynomial.eval_eq_sum_range' hlt h, ← Polynomial.eval_eq_sum_range' hlt (-h),
    Polynomial.coeff_zero_eq_eval_zero] at hk
  have hs : truncationSeries (fun k => -(2 * P.coeff (2 * k + 2))) m h =
      -∑ k ∈ range (m + 1), 2 * P.coeff (2 * k + 2) * h ^ (2 * k) := by
    simp only [truncationSeries, neg_mul, Finset.sum_neg_distrib]
  rw [hs]
  simp only [finiteFieldEstimate]
  rw [div_eq_iff (pow_ne_zero 2 hh)]
  linear_combination -hk

/-- If the energy is a polynomial of degree at most `2 * m + 3` in the field, then `m` Romberg
steps with `a > 1`, started at any `h ≠ 0`, turn the finite-field estimate into the exact
polarizability. -/
theorem romberg_polarizability {a : ℝ} (ha : 1 < a) (P : Polynomial ℝ) {m : ℕ}
    (hP : P.natDegree ≤ 2 * m + 3) {h : ℝ} (hh : h ≠ 0) :
    romberg a (finiteFieldEstimate fun F => P.eval F) m h =
      polarizability (fun F => P.eval F) := by
  -- the polarizability is minus twice the quadratic coefficient of the energy
  have hd : deriv (fun F => P.eval F) = fun F => (Polynomial.derivative P).eval F := by
    funext x
    exact (P.hasDerivAt x).deriv
  have hpol : polarizability (fun F => P.eval F) = -(2 * P.coeff 2) := by
    unfold polarizability
    rw [hd, ((Polynomial.derivative P).hasDerivAt 0).deriv,
      ← Polynomial.coeff_zero_eq_eval_zero, Polynomial.coeff_derivative,
      Polynomial.coeff_derivative]
    norm_num [mul_comm]
  have h1 := romberg_congr (zero_lt_one.trans ha).ne'
    (fun x hx => finiteFieldEstimate_eq P hP hx) m h hh
  have h2 := romberg_exact ha (fun k => -(2 * P.coeff (2 * k + 2))) m h
  exact h1.trans (h2.trans hpol.symm)

end

end RombergPolarizability
```

```lean
#print axioms RombergPolarizability.romberg_leading_error
#print axioms RombergPolarizability.romberg_polarizability
```

```
'RombergPolarizability.romberg_leading_error' depends on axioms: [propext, Classical.choice, Quot.sound]
'RombergPolarizability.romberg_polarizability' depends on axioms: [propext, Classical.choice, Quot.sound]
```

## From single powers to the polarizability

`romberg_expansion` is the formula for $T_j$ in terms of the factors $f_{j,k}$. The induction on `j` keeps `h` general, because the next step needs the formula at both $h$ and $ah$. The two sums are merged and compared term by term; `Finset.prod_range_succ` splits off the new factor, and `ring` finishes the algebra.

`errorFactor_zero` shows that every factor is $1$ when $k=0$, using $a>1$ to make the denominators positive. `errorFactor_eq_zero` points to the vanishing factor at index `k - 1`.

`errorFactor_first_surviving` contains the reversal argument. Inside it, `hsign` evaluates the product of the $-a^{2i+2}$ by induction, `hnum` rewrites the numerators with the help of `Finset.prod_range_reflect`, and `hden` shows that the product of the denominators is nonzero, so that it can be cancelled.

For `romberg_exact`, `Finset.sum_range_succ'` separates the term $k=0$ from the others, and `hz` shows that the others sum to zero. For `romberg_leading_error` the last term is separated instead. The remaining sum is recognised as the shorter series after $m$ steps, to which `romberg_exact` applies.

Three results connect this to the energy:

- `even_part` is the cancellation of odd powers. Its induction on `m` adds one even and one odd power of the field at a time.
- `finiteFieldEstimate_eq` writes the polynomial as a sum over its coefficients, applies `even_part`, and divides by $h^2$. It identifies $c_k$ as $-2e_{2k+2}$, for $h\ne0$ only.
- `romberg_congr` closes the gap left by that restriction. If two estimates agree at all nonzero fields, so do their tableaux, because $ah$ is nonzero whenever $a$ and $h$ are.

In `romberg_polarizability`, `hd` and `hpol` differentiate the polynomial twice and find $\alpha=-2e_2$. The last line chains three equalities: the tableau of the finite-field estimate equals the tableau of the even series, which equals the constant term of that series, which is the polarizability.
